# The Kohn-Sham site-energy difference of a Hubbard dimer with $U>|d|$ vanishes with the hopping

Take two electrons in a spin singlet on two sites, with on-site repulsion $U$, hopping $t>0$ and site energies $\pm d/2$, where $U>|d|$. Let $(a,b,c)$ be a real, normalised ground vector, with $a$ the amplitude for both electrons on site 1, $b$ for both on site 2, and $c$ for one on each. Then

$$a^2+b^2\le\frac{4t^2}{(U-|d|)^2},\qquad D=\frac{-2t\,x}{\sqrt{1-x^2}}\to0\quad(t\to0^+),\qquad x=a^2-b^2 .$$

Here $D$ is the site-energy difference, site 1 minus site 2, of the non-interacting dimer with the same hopping $t$ whose ground state has the same density; $d$ is counted in the same way. The site occupations are $2a^2+c^2$ and $2b^2+c^2$, so $x$ is half their difference.

$D$ is the total Kohn-Sham difference, external part included. The Hartree-exchange-correlation part is $D-d$, and it tends to $-d$, which offsets the external asymmetry when the dimer is pulled apart. In the sections below and in the Lean names, "step" means the total $D$. A $D$ that stayed at a fixed non-zero value as $t\to0$ would put both Kohn-Sham electrons on one site. But $D\to0$ alone does not make the occupations equal: since $x=-D/\sqrt{D^2+4t^2}$, that takes $D/t\to0$, which the cubic bound below supplies. Restricted mean field, with $D=d+Ux$, shows the difference: there too $D\to0$, but $x\to-d/U$.

## From the eigenvalue equations to a cubic bound

In the basis above the singlet Hamiltonian is

$$H=\begin{pmatrix}U+d&0&-\sqrt2\,t\\0&U-d&-\sqrt2\,t\\-\sqrt2\,t&-\sqrt2\,t&0\end{pmatrix}.$$

Let $E$ be the ground energy. The trial state $(0,0,1)$ has energy zero, so $E\le0$. The first two rows of the eigenvalue equation read

$$(U+d-E)\,a=\sqrt2\,t\,c,\qquad (U-d-E)\,b=\sqrt2\,t\,c .$$

Write $g=U-|d|>0$. Since $E\le0$ and $\pm d\ge-|d|$, both brackets are at least $g$. Squaring gives $g^2a^2\le2t^2c^2$ and $g^2b^2\le2t^2c^2$, and the sum is

$$a^2+b^2\le\frac{4t^2c^2}{g^2}\le\frac{4t^2}{g^2},$$

where the last step uses $c^2\le1$.

If $c$ were zero, this would force $a=b=0$, against normalisation. Hence $c\ne0$ and $|x|\le a^2+b^2=1-c^2<1$. Using $a^2+b^2+c^2=1$ once more,

$$1-x^2-c^2=(a^2+b^2)c^2+4a^2b^2\ge0,$$

so $\sqrt{1-x^2}\ge|c|$. Therefore

$$|D|=\frac{2|t||x|}{\sqrt{1-x^2}}\le\frac{8|t|^3|c|}{g^2}\le\frac{8|t|^3}{g^2},$$

which tends to zero.

## Inverting the density of the non-interacting dimer

Let the Kohn-Sham orbital be $(p,q)$ with $p^2+q^2=1$ and $p^2-q^2=x$, where $|x|<1$. Its equations, with orbital energy $\varepsilon$, are

$$\tfrac D2p-tq=\varepsilon p,\qquad -tp-\tfrac D2q=\varepsilon q .$$

Multiply the first by $q$ and the second by $p$, and subtract: $D\,pq=-t(p^2-q^2)=-tx$. Flipping the sign of $q$ changes the energy by $4tpq$, which cannot be negative for a ground orbital, so $pq\ge0$. Since $(2pq)^2=(p^2+q^2)^2-(p^2-q^2)^2=1-x^2$, we have $2pq=\sqrt{1-x^2}>0$, and the formula for $D$ follows.

Conversely, take $p=\sqrt{(1+x)/2}$, $q=\sqrt{(1-x)/2}$ and $D$ from the formula. Both equations then hold with $\varepsilon=-t/(2pq)$. For any $w=(w_0,w_1)$ the energy excess over $\varepsilon\,(w_0^2+w_1^2)$ is $t(qw_0-pw_1)^2/(pq)\ge0$, so $(p,q)$ is a ground orbital.

## Without strong repulsion the limit can fail

Take $U=0$ and $d=1$, so that $U>|d|$ is violated. The electrons do not interact, the Kohn-Sham dimer is the original one, and $D=1$ for every $t>0$. As $t\to0$ both electrons settle on site 2, so $a^2+b^2\to1$, while $4t^2/(U-|d|)^2=4t^2$ goes to zero. Both conclusions fail.

## Ground vectors and the two Hamiltonians in Lean

```lean
import Mathlib

open Matrix Filter Topology

namespace DimerDissociationStep

noncomputable section
```

A ground vector is defined variationally: it has unit norm, it is an eigenvector, and its eigenvalue `E` bounds the quadratic form from below. Vectors are real, which loses nothing in the energy minimum of a real symmetric matrix.

```lean
/-- A real ground vector: normalised, and an eigenvector whose eigenvalue bounds the energy
of every state from below. -/
def IsGroundVector {n : ℕ} (H : Matrix (Fin n) (Fin n) ℝ) (v : Fin n → ℝ) : Prop :=
  v ⬝ᵥ v = 1 ∧ ∃ E : ℝ, H *ᵥ v = E • v ∧ ∀ w : Fin n → ℝ, E * (w ⬝ᵥ w) ≤ w ⬝ᵥ (H *ᵥ w)
```

The interacting matrix is restricted to the singlet sector. Lean's indices 0, 1, 2 carry the amplitudes $a$, $b$, $c$.

```lean
/-- Singlet Hamiltonian of the two-site Hubbard model with site-energy difference `d`, in the
basis: both electrons on site 1, both on site 2, one on each. -/
def singletH (U d t : ℝ) : Matrix (Fin 3) (Fin 3) ℝ :=
  !![U + d, 0, -(√2 * t); 0, U - d, -(√2 * t); -(√2 * t), -(√2 * t), 0]
```

The Kohn-Sham matrix acts on one electron; the spin pair occupies its ground orbital twice. Indices 0 and 1 are sites 1 and 2, and the hopping is the same `t` as in the interacting system.

```lean
/-- One-particle Kohn-Sham Hamiltonian of the dimer with site-energy difference `D`. -/
def kohnShamH (t D : ℝ) : Matrix (Fin 2) (Fin 2) ℝ :=
  !![D / 2, -t; -t, -(D / 2)]

/-- The expression `-2 t x / √(1 - x²)` in the hopping `t` and the density imbalance `x`. -/
def ksStep (t x : ℝ) : ℝ := -2 * t * x / √(1 - x ^ 2)
```

`ksStep` is only a formula. The next two theorems connect it to a potential.

## The formula is the potential

The first theorem is the converse direction above. Its hypothesis `hD` is the balance condition $D\,pq=-t(p^2-q^2)$. The equations `e0` and `e1` are proved after multiplication by the positive number $pq$, and `key` is the perfect square for the energy excess.

```lean
/-- For `t > 0`, a normalised orbital with positive amplitudes `p`, `q` is a ground orbital of the
Kohn-Sham dimer if `D p q = -t (p² - q²)`. -/
theorem kohnSham_ground_of_balance {t D p q : ℝ} (ht : 0 < t) (hp : 0 < p) (hq : 0 < q)
    (hn : p ^ 2 + q ^ 2 = 1) (hD : D * (p * q) = -t * (p ^ 2 - q ^ 2)) :
    IsGroundVector (kohnShamH t D) ![p, q] := by
  have hpq : 0 < p * q := mul_pos hp hq
  -- the orbital energy is -t / (2 p q)
  obtain ⟨E, hE⟩ : ∃ E : ℝ, E * (p * q) = -t / 2 :=
    ⟨-t / 2 / (p * q), div_mul_cancel₀ _ hpq.ne'⟩
  have e0 : D / 2 * p - t * q = E * p := mul_left_cancel₀ hpq.ne' (by
    linear_combination p / 2 * hD - p * hE - (p * t / 2) * hn)
  have e1 : -(t * p) - D / 2 * q = E * q := mul_left_cancel₀ hpq.ne' (by
    linear_combination -(q / 2) * hD - q * hE - (q * t / 2) * hn)
  refine ⟨?_, E, ?_, ?_⟩
  · simp [dotProduct, Fin.sum_univ_two]
    linear_combination hn
  · ext i
    fin_cases i
    · simp [kohnShamH, Matrix.mulVec, dotProduct, Fin.sum_univ_two]
      linear_combination e0
    · simp [kohnShamH, Matrix.mulVec, dotProduct, Fin.sum_univ_two]
      linear_combination e1
  · intro w
    -- the excess energy is a perfect square
    have key : (p * q) * (D / 2 * (w 0 ^ 2 - w 1 ^ 2) - 2 * t * w 0 * w 1
        - E * (w 0 ^ 2 + w 1 ^ 2)) = t * (q * w 0 - p * w 1) ^ 2 := by
      linear_combination (w 0 ^ 2 - w 1 ^ 2) / 2 * hD - (w 0 ^ 2 + w 1 ^ 2) * hE
        - t / 2 * (w 0 ^ 2 + w 1 ^ 2) * hn
    have h := (mul_nonneg_iff_of_pos_left hpq).mp (by rw [key]; positivity)
    simp [kohnShamH, Matrix.mulVec, dotProduct, Fin.sum_univ_two]
    nlinarith [h]
```

The second theorem states the equivalence for $t>0$ and $|x|<1$. The auxiliary fact `root` supplies $\sqrt{1-x^2}=2pq$. In the forward direction the trial vector `![p, -q]` performs the sign flip; in the backward direction the explicit square roots serve as amplitudes.

```lean
/-- For `t > 0` and `|x| < 1`, a Kohn-Sham dimer has a ground orbital with density imbalance `x`
exactly when its site-energy difference is `-2 t x / √(1 - x²)`. -/
theorem kohnSham_step_iff {t x : ℝ} (D : ℝ) (ht : 0 < t) (hx : |x| < 1) :
    (∃ p q : ℝ, IsGroundVector (kohnShamH t D) ![p, q] ∧ p ^ 2 - q ^ 2 = x) ↔
      D = ksStep t x := by
  obtain ⟨hx1, hx2⟩ := abs_lt.mp hx
  have hpos : 0 < (1 - x) * (1 + x) := mul_pos (by linarith) (by linarith)
  -- the square root is twice the product of the amplitudes
  have root : ∀ p q : ℝ, 0 ≤ p * q → p ^ 2 + q ^ 2 = 1 → p ^ 2 - q ^ 2 = x →
      0 < p * q ∧ √(1 - x ^ 2) = 2 * (p * q) := by
    intro p q h0 hn hxx
    have hs : 1 - x ^ 2 = (2 * (p * q)) ^ 2 := by
      rw [← hxx]
      linear_combination (-(p ^ 2 + q ^ 2 + 1)) * hn
    refine ⟨lt_of_le_of_ne h0 ?_, ?_⟩
    · intro h
      rw [← h] at hs
      nlinarith
    · rw [hs]
      exact Real.sqrt_sq (by linarith)
  constructor
  · rintro ⟨p, q, ⟨hn, E, hE, hmin⟩, hxx⟩
    have h0 := congrFun hE 0
    have h1 := congrFun hE 1
    have hm := hmin ![p, -q]
    simp [kohnShamH, Matrix.mulVec, dotProduct, Fin.sum_univ_two] at hn h0 h1 hm
    have e0 : D / 2 * p - t * q = E * p := by linear_combination h0
    have e1 : -(t * p) - D / 2 * q = E * q := by linear_combination h1
    have e : E * (p ^ 2 + q ^ 2) = D / 2 * (p ^ 2 - q ^ 2) - 2 * t * p * q := by
      linear_combination -p * e0 - q * e1
    -- flipping a relative sign cannot lower the energy
    have htpq : 0 ≤ t * (p * q) := by nlinarith [hm, e]
    have hpq := (mul_nonneg_iff_of_pos_left ht).mp htpq
    obtain ⟨hlt, hr⟩ := root p q hpq (by linear_combination hn) hxx
    unfold ksStep
    rw [hr, eq_div_iff (by positivity)]
    linear_combination 2 * q * e0 - 2 * p * e1 - 2 * t * hxx
  · intro hD
    have hp : 0 < √((1 + x) / 2) := Real.sqrt_pos.mpr (by linarith)
    have hq : 0 < √((1 - x) / 2) := Real.sqrt_pos.mpr (by linarith)
    have sp : √((1 + x) / 2) ^ 2 = (1 + x) / 2 := Real.sq_sqrt (by linarith)
    have sq : √((1 - x) / 2) ^ 2 = (1 - x) / 2 := Real.sq_sqrt (by linarith)
    generalize √((1 + x) / 2) = p at hp sp
    generalize √((1 - x) / 2) = q at hq sq
    have hn : p ^ 2 + q ^ 2 = 1 := by linear_combination sp + sq
    have hxx : p ^ 2 - q ^ 2 = x := by linear_combination sp - sq
    obtain ⟨hlt, hr⟩ := root p q (mul_pos hp hq).le hn hxx
    refine ⟨p, q, kohnSham_ground_of_balance ht hp hq hn ?_, hxx⟩
    unfold ksStep at hD
    rw [hr, eq_div_iff (by positivity)] at hD
    linear_combination hD / 2 + t * hxx
```

By this equivalence, a limit proved for `ksStep` at imbalances $|x|<1$ is a limit of the Kohn-Sham site-energy difference itself.

## Bounding the doubly occupied weight and the step

`ionic_weight_le` keeps the factor $c^2$, which the step estimate needs later. Evaluating `hmin` at `![0, 0, 1]` gives $E\le0$. The local lemma `key` squares one row of the eigenvalue equation, and is applied once to $a$ and once to $b$.

```lean
/-- For `U > |d|`, in a singlet ground vector the weight of the doubly occupied states is at most `4
t² / (U - |d|)²` times the weight `c²` of the state with one electron on each site. -/
theorem ionic_weight_le {U d t a b c : ℝ} (hU : |d| < U)
    (h : IsGroundVector (singletH U d t) ![a, b, c]) :
    a ^ 2 + b ^ 2 ≤ 4 * t ^ 2 * c ^ 2 / (U - |d|) ^ 2 := by
  obtain ⟨-, E, hE, hmin⟩ := h
  have h0 := congrFun hE 0
  have h1 := congrFun hE 1
  -- the state with one electron on each site has energy zero, so E ≤ 0
  have hm := hmin ![0, 0, 1]
  simp [singletH, Matrix.mulVec, dotProduct, Fin.sum_univ_three] at h0 h1 hm
  have hg : 0 < U - |d| := by linarith
  have key : ∀ K y : ℝ, U - |d| ≤ K → K * y = √2 * t * c →
      (U - |d|) ^ 2 * y ^ 2 ≤ 2 * t ^ 2 * c ^ 2 := by
    intro K y hK hy
    have h2 : (√2 : ℝ) ^ 2 = 2 := Real.sq_sqrt (by norm_num)
    calc (U - |d|) ^ 2 * y ^ 2 ≤ K ^ 2 * y ^ 2 :=
          mul_le_mul_of_nonneg_right (pow_le_pow_left₀ hg.le hK 2) (sq_nonneg y)
      _ = (K * y) ^ 2 := by ring
      _ = 2 * t ^ 2 * c ^ 2 := by
          rw [hy]
          linear_combination (t ^ 2 * c ^ 2) * h2
  have ka := key (U + d - E) a (by linarith [neg_abs_le d]) (by linear_combination h0)
  have kb := key (U - d - E) b (by linarith [le_abs_self d]) (by linear_combination h1)
  rw [le_div_iff₀ (by positivity)]
  linarith
```

`abs_ksStep_le` gives $|x|<1$ and the cubic bound. The identity `hid` is the one for $1-x^2-c^2$, `hr` is the resulting estimate $|c|\le\sqrt{1-x^2}$, and the final `calc` chain assembles the quotient. Both theorems allow any real `t`, but the reading of `ksStep` as a Kohn-Sham potential rests on $t>0$.

```lean
/-- For `U > |d|`, the density imbalance of a singlet ground vector is below one in magnitude, and
`ksStep` at that imbalance is at most `8 |t|³ / (U - |d|)²` in magnitude. -/
theorem abs_ksStep_le {U d t a b c : ℝ} (hU : |d| < U)
    (h : IsGroundVector (singletH U d t) ![a, b, c]) :
    |a ^ 2 - b ^ 2| < 1 ∧ |ksStep t (a ^ 2 - b ^ 2)| ≤ 8 * |t| ^ 3 / (U - |d|) ^ 2 := by
  have hb := ionic_weight_le hU h
  have hn := h.1
  simp [dotProduct, Fin.sum_univ_three] at hn
  have hn' : a ^ 2 + b ^ 2 + c ^ 2 = 1 := by linear_combination hn
  have ha2 := sq_nonneg a
  have hb2 := sq_nonneg b
  have hc : c ≠ 0 := by
    intro h0
    simp only [h0] at hb hn'
    norm_num at hb hn'
    linarith
  have hc2 : 0 < c ^ 2 := by positivity
  refine ⟨abs_lt.mpr ⟨by linarith, by linarith⟩, ?_⟩
  -- by normalisation the square root is at least |c|
  have hid : 1 - (a ^ 2 - b ^ 2) ^ 2 - c ^ 2 = (a ^ 2 + b ^ 2) * c ^ 2 + 4 * a ^ 2 * b ^ 2 := by
    linear_combination (-(1 + a ^ 2 + b ^ 2)) * hn'
  have hnn : 0 ≤ (a ^ 2 + b ^ 2) * c ^ 2 + 4 * a ^ 2 * b ^ 2 := by positivity
  have hr : |c| ≤ √(1 - (a ^ 2 - b ^ 2) ^ 2) := Real.abs_le_sqrt (by linarith)
  have hcpos : 0 < |c| := abs_pos.mpr hc
  have hc1 : |c| ≤ 1 := abs_le.mpr ⟨by nlinarith, by nlinarith⟩
  have hx : |a ^ 2 - b ^ 2| ≤ 4 * t ^ 2 * c ^ 2 / (U - |d|) ^ 2 :=
    abs_le.mpr ⟨by linarith, by linarith⟩
  unfold ksStep
  rw [abs_div, abs_of_nonneg (Real.sqrt_nonneg _), div_le_iff₀ (lt_of_lt_of_le hcpos hr)]
  calc |-2 * t * (a ^ 2 - b ^ 2)| = 2 * |t| * |a ^ 2 - b ^ 2| := by
        rw [abs_mul, abs_mul]
        norm_num
    _ ≤ 2 * |t| * (4 * t ^ 2 * c ^ 2 / (U - |d|) ^ 2) :=
        mul_le_mul_of_nonneg_left hx (by positivity)
    _ = 8 * |t| ^ 3 / (U - |d|) ^ 2 * (|c| * |c|) := by
        rw [← sq_abs t, ← sq_abs c]
        ring
    _ ≤ 8 * |t| ^ 3 / (U - |d|) ^ 2 * √(1 - (a ^ 2 - b ^ 2) ^ 2) :=
        mul_le_mul_of_nonneg_left (by nlinarith) (by positivity)
```

## The limit of vanishing hopping

The main theorem holds $U$ and $d$ fixed and takes functions `a`, `b`, `c` of the hopping that form a ground vector for each $t>0$. No continuity in $t$ is required, and the values at $t\le0$ play no role. The filter `𝓝[>] 0` expresses $t\to0$ from above. The first part uses $c^2\le1$ to remove the factor $c^2$ from the weight bound; the second squeezes the step under $8|t|^3/(U-|d|)^2$.

The family of ground vectors is a hypothesis. Such a family always exists, because a real symmetric matrix has a normalised eigenvector for its lowest eigenvalue. Separation of the sites enters only through $t$: there is no distance-dependent repulsion between them, and no larger basis.

```lean
/-- Dissociation at fixed `U > |d|`: the weight of the doubly occupied states is at most
`4 t² / (U - |d|)²`, and the Kohn-Sham step tends to zero with the hopping. -/
theorem dissociation_step {U d : ℝ} (hU : |d| < U) (a b c : ℝ → ℝ)
    (h : ∀ t, 0 < t → IsGroundVector (singletH U d t) ![a t, b t, c t]) :
    (∀ t, 0 < t → a t ^ 2 + b t ^ 2 ≤ 4 * t ^ 2 / (U - |d|) ^ 2) ∧
      Tendsto (fun t => ksStep t (a t ^ 2 - b t ^ 2)) (𝓝[>] 0) (𝓝 0) := by
  constructor
  · intro t ht
    have hn := (h t ht).1
    simp [dotProduct, Fin.sum_univ_three] at hn
    have hc : c t ^ 2 ≤ 1 := by nlinarith [sq_nonneg (a t), sq_nonneg (b t)]
    refine (ionic_weight_le hU (h t ht)).trans ?_
    exact div_le_div_of_nonneg_right
      (mul_le_of_le_one_right (by positivity) hc) (by positivity)
  · -- squeeze the step under its cubic bound
    have hcont : Continuous (fun t : ℝ => 8 * |t| ^ 3 / (U - |d|) ^ 2) := by fun_prop
    have hlim := (hcont.tendsto 0).mono_left (nhdsWithin_le_nhds (s := Set.Ioi 0))
    have hz : 8 * |(0 : ℝ)| ^ 3 / (U - |d|) ^ 2 = 0 := by simp
    rw [hz] at hlim
    refine squeeze_zero_norm' ?_ hlim
    filter_upwards [self_mem_nhdsWithin] with t ht
    rw [Real.norm_eq_abs]
    exact (abs_ksStep_le hU (h t ht)).2
```

## A ground vector in rational numbers

For $U=10$, $d=3$ and $t=3\sqrt2$ the coupling is $-6$, and $(2,3,6)/7$ is a ground vector with energy $-5$. Minimality follows from

$$w\cdot Hw+5\,w\cdot w=18\left(w_0-\tfrac{w_2}{3}\right)^2+12\left(w_1-\tfrac{w_2}{2}\right)^2 .$$

The doubly occupied weight is $13/49$. The bound $4t^2/(U-|d|)^2=72/49$ exceeds one here, so it carries information only at smaller hopping.

```lean
/-- For `U = 10`, `d = 3`, `t = 3√2` the vector `(2, 3, 6)/7` is a singlet ground vector. -/
theorem singlet_ground_witness :
    IsGroundVector (singletH 10 3 (3 * √2)) ![2 / 7, 3 / 7, 6 / 7] := by
  have hs : √2 * (3 * √2) = (6 : ℝ) := by
    have h2 : (√2 : ℝ) ^ 2 = 2 := Real.sq_sqrt (by norm_num)
    linear_combination 3 * h2
  have hH : singletH 10 3 (3 * √2) = !![13, 0, -6; 0, 7, -6; -6, -6, 0] := by
    unfold singletH
    rw [hs]
    norm_num
  rw [hH]
  refine ⟨by (simp [dotProduct, Fin.sum_univ_three]; norm_num), -5, ?_, ?_⟩
  · ext i
    fin_cases i <;> simp [Matrix.mulVec, dotProduct, Fin.sum_univ_three] <;> norm_num
  · intro w
    simp [Matrix.mulVec, dotProduct, Fin.sum_univ_three]
    nlinarith [sq_nonneg (w 0 - w 2 / 3), sq_nonneg (w 1 - w 2 / 2)]

end

end DimerDissociationStep
```

```lean
#print axioms DimerDissociationStep.kohnSham_step_iff
#print axioms DimerDissociationStep.dissociation_step
```

```
'DimerDissociationStep.kohnSham_step_iff' depends on axioms: [propext, Classical.choice, Quot.sound]
'DimerDissociationStep.dissociation_step' depends on axioms: [propext, Classical.choice, Quot.sound]
```
